# The forward difference has error at most Mh/2 when the second derivative is bounded by M

Suppose a force is to be found from two computed energies, one at a geometry x and one at x + h. With a large step h, the curvature of the energy contaminates the slope. With a small step, the errors in the two energies are divided by a small number and can swamp it. Without a bound on both effects, a disagreement with an analytic gradient says little: the gradient code may be wrong, or the step may be badly chosen.

## Curvature, noise and the step between them

Let f be a quantity depending on one real parameter, with values in the reals or in a normed vector space: an energy, a dipole moment or a nuclear gradient. Let f be twice differentiable on [x, x + h], h > 0, with ‖f''‖ ≤ M there. For an energy along a coordinate, M is an upper limit on the magnitude of the force constant. The claim is

‖(f(x + h) − f(x))/h − f'(x)‖ ≤ Mh/2.

By the mean value inequality, f' changes at most at the rate M:

‖f'(t) − f'(x)‖ ≤ M(t − x) for t in [x, x + h].

Now take the remainder of the linear extrapolation and a parabola to compare it with:

R(t) = f(t) − f(x) − (t − x)f'(x), B(t) = M(t − x)²/2.

Both vanish at t = x. Their derivatives are R'(t) = f'(t) − f'(x) and B'(t) = M(t − x), so ‖R'(t)‖ ≤ B'(t). The norm of R cannot grow faster than B, hence ‖R(x + h)‖ ≤ Mh²/2. Division by h gives the claim.

For the harmonic energy f(t) = Mt²/2 with M ≥ 0 the bound is attained:

(M(x + h)²/2 − Mx²/2)/h = Mx + Mh/2, while f'(x) = Mx.

Suppose next that only values g are available, within ε of f at both points. Here ε stands for incomplete convergence and rounding in each value. Then

(g(x + h) − g(x))/h − f'(x) = [(f(x + h) − f(x))/h − f'(x)] + [(g(x + h) − f(x + h)) − (g(x) − f(x))]/h.

The first bracket is at most Mh/2 in norm and the last term at most 2ε/h, so the total error is at most Mh/2 + 2ε/h. For M > 0, completing the square gives

Mh/2 + 2ε/h − 2√(Mε) = (√M h − 2√ε)²/(2h) ≥ 0,

with equality exactly when h = 2√(ε/M).

## The difference quotient and its error bound in Lean

The values lie in a real normed space `E`, which need not be finite-dimensional or complete.

```lean
import Mathlib

open Set

namespace ForwardDifference

noncomputable section

variable {E : Type*} [NormedAddCommGroup E] [NormedSpace ℝ E]
```

The quotient is written as the scalar h⁻¹ acting on a vector, so that one definition serves energies and gradients alike.

```lean
/-- The forward difference quotient of `f` at `x` with step `h`, for `h ≠ 0`. -/
def forwardDiff (f : ℝ → E) (x h : ℝ) : E := h⁻¹ • (f (x + h) - f x)
```

The sum of the two error terms gets a name of its own.

```lean
/-- Truncation error `M h / 2` plus noise error `2 ε / h`, for a step `h ≠ 0`, a curvature
bound `M` and an error `ε` in each computed value. -/
def errorBound (M ε h : ℝ) : ℝ := M * h / 2 + 2 * ε / h
```

## From bounded curvature to the error Mh/2

In the theorems `f'` and `f''` are names of functions, not operations on `f`. The hypotheses `h1` and `h2` make them the first and second derivatives on the closed interval `Icc x (x + h)`. `HasDerivAt` is a two-sided derivative, also at the end points. Outside the interval, however, `h1` does not tie `f'` to `f`, so for h > 0 the value of `f''` at an end point is only the one-sided second derivative of `f` from inside the interval. Continuity of `f''` is not required.

The first lemma is the drift estimate for f'. Its proof applies Mathlib's mean value inequality on a convex set to `f'`.

```lean
/-- If the second derivative is bounded by `M` on `[x, x + h]`, the first derivative moves
away from its value at `x` at most at the rate `M`. -/
theorem deriv_drift {f' f'' : ℝ → E} {x h M : ℝ}
    (h2 : ∀ t ∈ Icc x (x + h), HasDerivAt f' (f'' t) t)
    (hM : ∀ t ∈ Icc x (x + h), ‖f'' t‖ ≤ M) {t : ℝ} (ht : t ∈ Icc x (x + h)) :
    ‖f' t - f' x‖ ≤ M * (t - x) := by
  have hx : x ∈ Icc x (x + h) := ⟨le_rfl, ht.1.trans ht.2⟩
  have key := (convex_Icc x (x + h)).norm_image_sub_le_of_norm_hasDerivWithin_le
    (fun s hs => (h2 s hs).hasDerivWithinAt) hM hx ht
  rwa [Real.norm_of_nonneg (sub_nonneg.2 ht.1)] at key
```

The next theorem bounds R(x + h). In its proof, `hd` computes R', `hB` computes B', and `key` is the comparison of ‖R‖ with B, fed by the drift estimate. A zero step is allowed here, and both sides then vanish.

```lean
/-- If the second derivative is bounded by `M` on `[x, x + h]`, `h ≥ 0`, the linear
extrapolation from `x` to `x + h` is wrong by at most `M h² / 2`. -/
theorem linear_extrapolation_error {f f' f'' : ℝ → E} {x h M : ℝ} (hh : 0 ≤ h)
    (h1 : ∀ t ∈ Icc x (x + h), HasDerivAt f (f' t) t)
    (h2 : ∀ t ∈ Icc x (x + h), HasDerivAt f' (f'' t) t)
    (hM : ∀ t ∈ Icc x (x + h), ‖f'' t‖ ≤ M) :
    ‖f (x + h) - f x - h • f' x‖ ≤ M * h ^ 2 / 2 := by
  -- the remainder has derivative `f' t - f' x`
  have hd : ∀ t ∈ Icc x (x + h),
      HasDerivAt (fun s => f s - f x - (s - x) • f' x) (f' t - f' x) t := by
    intro t ht
    have h3 : HasDerivAt (fun s : ℝ => (s - x) • f' x) ((1 : ℝ) • f' x) t :=
      ((hasDerivAt_id' t).sub_const x).smul_const (f' x)
    rw [one_smul] at h3
    exact ((h1 t ht).sub_const (f x)).fun_sub h3
  -- the comparison parabola has derivative `M (t - x)`
  have hB : ∀ t, HasDerivAt (fun s : ℝ => M * ((s - x) * (s - x)) / 2) (M * (t - x)) t := by
    intro t
    have h4 := (hasDerivAt_id' t).sub_const x
    exact (((h4.fun_mul h4).const_mul M).div_const 2).congr_deriv (by ring)
  have hc : ContinuousOn (fun s => f s - f x - (s - x) • f' x) (Icc x (x + h)) :=
    fun t ht => (hd t ht).continuousAt.continuousWithinAt
  have key := image_norm_le_of_norm_deriv_right_le_deriv_boundary hc
    (fun t ht => (hd t (Ico_subset_Icc_self ht)).hasDerivWithinAt) (by simp) hB
    (fun t ht => deriv_drift h2 hM (Ico_subset_Icc_self ht))
    (right_mem_Icc.2 (by linarith : x ≤ x + h))
  simp only [add_sub_cancel_left] at key
  calc _ ≤ M * (h * h) / 2 := key
    _ = M * h ^ 2 / 2 := by ring
```

For the main bound, `e` writes the error of the quotient as h⁻¹ times the remainder, and the `calc` block carries out the division.

```lean
/-- If the second derivative is bounded by `M` on `[x, x + h]`, `h > 0`, the forward
difference differs from the derivative at `x` by at most `M h / 2`. -/
theorem forwardDiff_error {f f' f'' : ℝ → E} {x h M : ℝ} (hh : 0 < h)
    (h1 : ∀ t ∈ Icc x (x + h), HasDerivAt f (f' t) t)
    (h2 : ∀ t ∈ Icc x (x + h), HasDerivAt f' (f'' t) t)
    (hM : ∀ t ∈ Icc x (x + h), ‖f'' t‖ ≤ M) :
    ‖forwardDiff f x h - f' x‖ ≤ M * h / 2 := by
  have e : forwardDiff f x h - f' x = h⁻¹ • (f (x + h) - f x - h • f' x) := by
    rw [forwardDiff, smul_sub h⁻¹ _ (h • f' x), inv_smul_smul₀ hh.ne']
  rw [e, norm_smul, norm_inv, Real.norm_of_nonneg hh.le]
  calc h⁻¹ * ‖f (x + h) - f x - h • f' x‖ ≤ h⁻¹ * (M * h ^ 2 / 2) :=
        mul_le_mul_of_nonneg_left (linear_extrapolation_error hh.le h1 h2 hM)
          (inv_nonneg.2 hh.le)
    _ = M * h / 2 := by field_simp
```

The harmonic case is a direct computation. It is stated with its sign, for every real M and every h ≠ 0; for M ≥ 0 and h > 0 it is the case of equality in the bound above.

```lean
/-- For the harmonic energy `M t² / 2` and a step `h ≠ 0`, the forward difference exceeds
the derivative `M x` by exactly `M h / 2`. -/
theorem forwardDiff_harmonic (M x : ℝ) {h : ℝ} (hh : h ≠ 0) :
    forwardDiff (fun t : ℝ => M * t ^ 2 / 2) x h - M * x = M * h / 2 := by
  simp only [forwardDiff, smul_eq_mul]
  field_simp
  ring
```

## Values known only to within ε

The function `g` holds the computed values, and it is constrained only at the two points where it is used. It need not be continuous anywhere. The identity `e` is the splitting into truncation error and noise, and `hn` bounds the noise by the triangle inequality.

```lean
/-- If the second derivative of `f` is bounded by `M` on `[x, x + h]`, `h > 0`, and the
computed values `g` are within `ε` of `f` at both end points, the forward difference of `g`
differs from the derivative of `f` at `x` by at most `M h / 2 + 2 ε / h`. -/
theorem noisy_forwardDiff_error {f f' f'' g : ℝ → E} {x h M ε : ℝ} (hh : 0 < h)
    (h1 : ∀ t ∈ Icc x (x + h), HasDerivAt f (f' t) t)
    (h2 : ∀ t ∈ Icc x (x + h), HasDerivAt f' (f'' t) t)
    (hM : ∀ t ∈ Icc x (x + h), ‖f'' t‖ ≤ M)
    (g0 : ‖g x - f x‖ ≤ ε) (g1 : ‖g (x + h) - f (x + h)‖ ≤ ε) :
    ‖forwardDiff g x h - f' x‖ ≤ errorBound M ε h := by
  -- split into truncation error and noise
  have e : forwardDiff g x h - f' x = (forwardDiff f x h - f' x)
      + h⁻¹ • ((g (x + h) - f (x + h)) - (g x - f x)) := by
    simp only [forwardDiff]
    module
  have hn : ‖h⁻¹ • ((g (x + h) - f (x + h)) - (g x - f x))‖ ≤ 2 * ε / h := by
    rw [norm_smul, norm_inv, Real.norm_of_nonneg hh.le]
    calc _ ≤ h⁻¹ * (ε + ε) :=
          mul_le_mul_of_nonneg_left ((norm_sub_le _ _).trans (add_le_add g1 g0))
            (inv_nonneg.2 hh.le)
      _ = 2 * ε / h := by ring
  rw [e]
  exact (norm_add_le _ _).trans (add_le_add (forwardDiff_error hh h1 h2 hM) hn)
```

If the harmonic energy comes out too low by ε at x and too high by ε at x + h, the two contributions add up. With M, ε ≥ 0 and h > 0, this attains the bound.

```lean
/-- For the harmonic energy `M t² / 2` computed too low by `ε` at `x` and too high by `ε` at
`x + h`, `h ≠ 0`, the error of the forward difference is exactly `M h / 2 + 2 ε / h`. -/
theorem noisy_forwardDiff_harmonic {g : ℝ → ℝ} {M ε x h : ℝ} (hh : h ≠ 0)
    (g0 : g x = M * x ^ 2 / 2 - ε) (g1 : g (x + h) = M * (x + h) ^ 2 / 2 + ε) :
    forwardDiff g x h - M * x = errorBound M ε h := by
  simp only [forwardDiff, errorBound, smul_eq_mul, g0, g1]
  field_simp
  ring
```

## The step that minimises the bound

The proof writes M = a² and ε = b², which removes the square roots, and `key` is then the completed square. For ε = 0 the minimising step would be zero, so no positive step reaches the lower limit.

```lean
/-- For `M > 0`, `ε ≥ 0` and any step `h > 0` the error bound is at least `2 √(M ε)`, and it
equals this value exactly when `h = 2 √(ε / M)`. -/
theorem optimal_step {M ε h : ℝ} (hM : 0 < M) (hε : 0 ≤ ε) (hh : 0 < h) :
    2 * √(M * ε) ≤ errorBound M ε h ∧
      (errorBound M ε h = 2 * √(M * ε) ↔ h = 2 * √(ε / M)) := by
  obtain ⟨a, ha, rfl⟩ : ∃ a : ℝ, 0 < a ∧ M = a ^ 2 :=
    ⟨√M, Real.sqrt_pos.2 hM, (Real.sq_sqrt hM.le).symm⟩
  obtain ⟨b, hb, rfl⟩ : ∃ b : ℝ, 0 ≤ b ∧ ε = b ^ 2 :=
    ⟨√ε, Real.sqrt_nonneg ε, (Real.sq_sqrt hε).symm⟩
  have hs : √(a ^ 2 * b ^ 2) = a * b := by
    rw [← mul_pow, Real.sqrt_sq (by positivity)]
  have hq : √(b ^ 2 / a ^ 2) = b / a := by
    rw [← div_pow, Real.sqrt_sq (by positivity)]
  -- complete the square
  have key : errorBound (a ^ 2) (b ^ 2) h - 2 * (a * b)
      = (a * h - 2 * b) ^ 2 / (2 * h) := by
    unfold errorBound
    field_simp
    ring
  rw [hs, hq, ← mul_div_assoc, eq_div_iff ha.ne']
  refine ⟨?_, fun he => ?_, fun he => ?_⟩
  · have h0 : 0 ≤ (a * h - 2 * b) ^ 2 / (2 * h) := by positivity
    linarith
  · have h0 : (a * h - 2 * b) ^ 2 / (2 * h) = 0 := by linarith
    have h1 := (div_eq_zero_iff.1 h0).resolve_right (mul_pos two_pos hh).ne'
    have h2 : a * h - 2 * b = 0 := (pow_eq_zero_iff two_ne_zero).1 h1
    linarith
  · have h2 : a * h - 2 * b = 0 := by linarith
    have h3 : (a * h - 2 * b) ^ 2 / (2 * h) = 0 := by
      rw [h2]
      simp
    linarith
```

The last theorem inserts this step into the noisy bound.

```lean
/-- With the step `h = 2 √(ε / M)`, `M, ε > 0`, a second derivative bounded by `M` on
`[x, x + h]` and values computed to within `ε` at both end points, the forward difference
gives the derivative at `x` to within `2 √(M ε)`. -/
theorem error_at_optimal_step {f f' f'' g : ℝ → E} {x h M ε : ℝ} (hMpos : 0 < M)
    (hε : 0 < ε) (hstep : h = 2 * √(ε / M))
    (h1 : ∀ t ∈ Icc x (x + h), HasDerivAt f (f' t) t)
    (h2 : ∀ t ∈ Icc x (x + h), HasDerivAt f' (f'' t) t)
    (hM : ∀ t ∈ Icc x (x + h), ‖f'' t‖ ≤ M)
    (g0 : ‖g x - f x‖ ≤ ε) (g1 : ‖g (x + h) - f (x + h)‖ ≤ ε) :
    ‖forwardDiff g x h - f' x‖ ≤ 2 * √(M * ε) := by
  have hh : 0 < h := by
    rw [hstep]
    exact mul_pos two_pos (Real.sqrt_pos.2 (div_pos hε hMpos))
  exact (noisy_forwardDiff_error hh h1 h2 hM g0 g1).trans_eq
    ((optimal_step hMpos hε.le hh).2.2 hstep)

end

end ForwardDifference
```

```lean
#print axioms ForwardDifference.forwardDiff_harmonic
-- 'ForwardDifference.forwardDiff_harmonic' depends on axioms: [propext, Classical.choice, Quot.sound]
#print axioms ForwardDifference.noisy_forwardDiff_error
-- 'ForwardDifference.noisy_forwardDiff_error' depends on axioms: [propext, Classical.choice, Quot.sound]
#print axioms ForwardDifference.noisy_forwardDiff_harmonic
-- 'ForwardDifference.noisy_forwardDiff_harmonic' depends on axioms: [propext, Classical.choice, Quot.sound]
#print axioms ForwardDifference.error_at_optimal_step
-- 'ForwardDifference.error_at_optimal_step' depends on axioms: [propext, Classical.choice, Quot.sound]
```

What is minimised is the guaranteed bound; for a particular f and particular errors, another step may do better. When steps are compared, M must bound the curvature over the longest interval considered.

In electronic structure the result applies to a force from two energies, or a Hessian column from two gradients, for displacement along a single coordinate on a stretch where the exact quantity is twice differentiable. The step from the theorems to an actual calculation is the supply of M and ε: both are assumed, and a convergence threshold is not automatically a bound on the error of the energy.

## Assuming a Lipschitz derivative

The curvature hypothesis could also be modelled without f'', by assuming ‖f'(t) − f'(s)‖ ≤ M|t − s| on the interval. The drift estimate would then be part of the hypothesis, and the comparison with the parabola would go through as before, with the same Mh/2. This version would admit potentials joined piecewise with continuous force but a jump in the force constant, which the present hypotheses exclude if the jump lies strictly between x and x + h.
